# Determinant and inverse of zS − H from the projector channels, when z − H0 is invertible

Q: Suppose my code can solve linear systems with z − H0. I now add a separable potential and an overlap and need x = (zS − H)⁻¹b. What does the algebra save me?

A: A solve with the new large matrix zS − H. In exchange you do one extra solve with z − H0 per projector, and one small solve. Let the columns of P be the projectors, D their coupling strengths and q their augmentation charges, so that

H = H0 + P D Pᴴ,  S = 1 + P q Pᴴ.

Solve (z − H0)y = b and (z − H0)Y = P. With W = D − zq and g = PᴴY, solve the small system (1 − Wg)a = W Pᴴy. Then x = y + Ya, provided 1 − Wg is invertible. For fixed D and q in a finite orthonormal basis, ultrasoft and PAW Hamiltonians and overlaps have the form above.

Q: Which objects does the Lean file use?

A: `n` indexes the basis and `m` the projector channels, both finite.

```lean
import Mathlib

open Matrix

namespace SeparableHamiltonian

noncomputable section

variable {n m : Type*} [Fintype n] [DecidableEq n] [Fintype m] [DecidableEq m]
```

H0, P, D and q are arbitrary complex matrices; nothing is assumed Hermitian.

```lean
/-- The Hamiltonian `H = H0 + P D Pᴴ` with a separable nonlocal potential. -/
def hamiltonian (H0 : Matrix n n ℂ) (P : Matrix n m ℂ) (D : Matrix m m ℂ) : Matrix n n ℂ :=
  H0 + P * D * Pᴴ
```

The 1 in S is the overlap matrix of an orthonormal basis. S need not be positive definite.

```lean
/-- The overlap operator `S = 1 + P q Pᴴ` with augmentation charges `q`. -/
def overlap (P : Matrix n m ℂ) (q : Matrix m m ℂ) : Matrix n n ℂ :=
  1 + P * q * Pᴴ
```

The `pencil` is zS − H.

```lean
/-- The matrix `z S - H` of the generalized eigenvalue problem. -/
def pencil (H0 : Matrix n n ℂ) (P : Matrix n m ℂ) (D q : Matrix m m ℂ) (z : ℂ) :
    Matrix n n ℂ :=
  z • overlap P q - hamiltonian H0 P D
```

The `coupling` is W, which depends on the energy z through q.

```lean
/-- The energy-dependent coupling `W = D - z q` between projector channels. -/
def coupling (D q : Matrix m m ℂ) (z : ℂ) : Matrix m m ℂ := D - z • q
```

Next come G0 = (z − H0)⁻¹ and g = Pᴴ G0 P.

```lean
/-- The resolvent `G0 = (z - H0)⁻¹`, for `z` outside the spectrum of `H0`. -/
def freeResolvent (H0 : Matrix n n ℂ) (z : ℂ) : Matrix n n ℂ :=
  (z • (1 : Matrix n n ℂ) - H0)⁻¹

/-- The resolvent seen by the projectors, `g = Pᴴ G0 P`, for `z` outside the spectrum
of `H0`. -/
def projectedGreen (H0 : Matrix n n ℂ) (P : Matrix n m ℂ) (z : ℂ) : Matrix m m ℂ :=
  Pᴴ * freeResolvent H0 z * P
```

Q: Lean will invert anything. What if z is an eigenvalue of H0?

A: Lean then returns the zero matrix, so the theorems that use G0 assume `hz`, which says det(z − H0) ≠ 0. The first identity needs no such assumption:

zS − H = z − H0 − P(D − zq)Pᴴ = (z − H0) − P W Pᴴ.

Lean expands the definitions, and `module` collects the terms.

```lean
variable {H0 : Matrix n n ℂ} {P : Matrix n m ℂ} {D q : Matrix m m ℂ} {z : ℂ}

omit [Fintype n] [DecidableEq m] in
/-- Potential and overlap corrections combine into one separable term:
`z S - H = (z - H0) - P W Pᴴ`. -/
theorem pencil_eq :
    pencil H0 P D q z = (z • (1 : Matrix n n ℂ) - H0) - P * coupling D q z * Pᴴ := by
  simp only [pencil, overlap, hamiltonian, coupling, Matrix.mul_sub, Matrix.sub_mul,
    Matrix.mul_smul, Matrix.smul_mul]
  module
```

Multiplying by G0 P gives

(zS − H) G0 P = P − P W g = P(1 − Wg).

```lean
/-- Outside the spectrum of `H0`, the matrix `z S - H` acting on the functions `G0 P` gives `P (1 -
W g)`. -/
theorem pencil_mul_resolvent_projector (hz : (z • (1 : Matrix n n ℂ) - H0).det ≠ 0) :
    pencil H0 P D q z * (freeResolvent H0 z * P) =
      P * (1 - coupling D q z * projectedGreen H0 P z) := by
  have hKG : (z • (1 : Matrix n n ℂ) - H0) * freeResolvent H0 z = 1 :=
    Matrix.mul_nonsing_inv _ (isUnit_iff_ne_zero.mpr hz)
  rw [pencil_eq, Matrix.sub_mul, ← Matrix.mul_assoc (z • (1 : Matrix n n ℂ) - H0), hKG,
    Matrix.one_mul, Matrix.mul_sub, Matrix.mul_one]
  simp only [projectedGreen, Matrix.mul_assoc]
```

Q: How does a determinant over the basis become one over the channels?

A: Factor out z − H0, then use det(1 − AB) = det(1 − BA) with A = G0 P and B = W Pᴴ:

det(zS − H) = det(z − H0) det(1 − G0 P W Pᴴ)
= det(z − H0) det(1 − Wg).

In the proof, `h2` is the factorization and `Matrix.det_one_sub_mul_comm` the exchange.

```lean
/-- Outside the spectrum of `H0`, the secular determinant factorizes: `det (z S - H) = det (z - H0)
det (1 - W g)`. -/
theorem det_pencil (hz : (z • (1 : Matrix n n ℂ) - H0).det ≠ 0) :
    (pencil H0 P D q z).det = (z • (1 : Matrix n n ℂ) - H0).det *
      (1 - coupling D q z * projectedGreen H0 P z).det := by
  have hKG : (z • (1 : Matrix n n ℂ) - H0) * freeResolvent H0 z = 1 :=
    Matrix.mul_nonsing_inv _ (isUnit_iff_ne_zero.mpr hz)
  have h1 : (z • (1 : Matrix n n ℂ) - H0) *
      ((freeResolvent H0 z * P) * (coupling D q z * Pᴴ)) = P * coupling D q z * Pᴴ := by
    calc _ = ((z • (1 : Matrix n n ℂ) - H0) * freeResolvent H0 z) *
          (P * coupling D q z * Pᴴ) := by simp only [Matrix.mul_assoc]
      _ = _ := by rw [hKG, Matrix.one_mul]
  -- factor out `z - H0`
  have h2 : pencil H0 P D q z = (z • (1 : Matrix n n ℂ) - H0) *
      (1 - (freeResolvent H0 z * P) * (coupling D q z * Pᴴ)) := by
    rw [Matrix.mul_sub, Matrix.mul_one, h1, pencil_eq]
  -- pass from the basis to the projector channels
  rw [h2, Matrix.det_mul, Matrix.det_one_sub_mul_comm]
  simp only [projectedGreen, Matrix.mul_assoc]
```

Q: And the inverse I started with?

A: If det(1 − Wg) ≠ 0, the claim is

(zS − H)⁻¹ = G0 + G0 P (1 − Wg)⁻¹ W Pᴴ G0.

Multiply the right side by zS − H. The first term gives 1 − P W Pᴴ G0 (`hG`). The second gives

P(1 − Wg)(1 − Wg)⁻¹ W Pᴴ G0 = P W Pᴴ G0,

by the identity for (zS − H) G0 P (`hP`). The sum is 1, and for square matrices a right inverse is the inverse.

```lean
/-- The full resolvent of a separable Hamiltonian with overlap: `(z S - H)⁻¹ = G0 + G0 P (1 - W g)⁻¹
W Pᴴ G0` when `z` is outside the spectrum of `H0` and `det (1 - W g) ≠ 0`. -/
theorem inv_pencil (hz : (z • (1 : Matrix n n ℂ) - H0).det ≠ 0)
    (hW : (1 - coupling D q z * projectedGreen H0 P z).det ≠ 0) :
    (pencil H0 P D q z)⁻¹ = freeResolvent H0 z + freeResolvent H0 z * P *
      (1 - coupling D q z * projectedGreen H0 P z)⁻¹ * coupling D q z * Pᴴ *
        freeResolvent H0 z := by
  have hKG : (z • (1 : Matrix n n ℂ) - H0) * freeResolvent H0 z = 1 :=
    Matrix.mul_nonsing_inv _ (isUnit_iff_ne_zero.mpr hz)
  have hX := Matrix.mul_nonsing_inv _ (isUnit_iff_ne_zero.mpr hW)
  have hP := pencil_mul_resolvent_projector (P := P) (D := D) (q := q) hz
  have hG : pencil H0 P D q z * freeResolvent H0 z =
      1 - P * (coupling D q z * Pᴴ * freeResolvent H0 z) := by
    rw [pencil_eq, Matrix.sub_mul, hKG]
    simp only [Matrix.mul_assoc]
  apply Matrix.inv_eq_right_inv
  generalize (1 - coupling D q z * projectedGreen H0 P z)⁻¹ = X at hX ⊢
  calc _ = pencil H0 P D q z * freeResolvent H0 z +
        (pencil H0 P D q z * (freeResolvent H0 z * P)) *
          (X * (coupling D q z * Pᴴ * freeResolvent H0 z)) := by
        simp only [Matrix.mul_add, Matrix.mul_assoc]
    _ = 1 := by
        rw [hP, hG, Matrix.mul_assoc P, ← Matrix.mul_assoc _ X, hX, Matrix.one_mul,
          sub_add_cancel]
```

Q: I care about eigenstates. Does the file speak about Hψ = zSψ itself?

A: Yes. A nonzero solution exists exactly when det(zS − H) = 0. Since det(z − H0) ≠ 0, this means det(1 − Wg) = 0. The proof rewrites the eigenvalue equation as a kernel condition and applies the factorization.

```lean
/-- Outside the spectrum of `H0`, the equation `H ψ = z S ψ` has a nonzero solution exactly
when `det (1 - W g) = 0`. -/
theorem secular_equation (hz : (z • (1 : Matrix n n ℂ) - H0).det ≠ 0) :
    (∃ ψ : n → ℂ, ψ ≠ 0 ∧ hamiltonian H0 P D *ᵥ ψ = z • (overlap P q *ᵥ ψ)) ↔
      (1 - coupling D q z * projectedGreen H0 P z).det = 0 := by
  have h : ∀ ψ : n → ℂ, hamiltonian H0 P D *ᵥ ψ = z • (overlap P q *ᵥ ψ) ↔
      pencil H0 P D q z *ᵥ ψ = 0 := by
    intro ψ
    rw [pencil, Matrix.sub_mulVec, Matrix.smul_mulVec, sub_eq_zero, eq_comm]
  simp only [h]
  rw [Matrix.exists_mulVec_eq_zero_iff, det_pencil hz, mul_eq_zero, or_iff_right hz]
```

Q: A zero determinant doesn't tell me the degeneracy.

A: The vectors do. Let (zS − H)ψ = 0 and set c = W Pᴴψ. Multiplying (z − H0)ψ = P c by G0 gives ψ = G0 P c. Applying W Pᴴ then gives c = Wgc. In Lean, `hback` is the recovery of ψ.

```lean
/-- Outside the spectrum of `H0`, a solution of `(z S - H) ψ = 0` has channel amplitudes `c = W Pᴴ
ψ` that satisfy `(1 - W g) c = 0`, and it is recovered from them as `ψ = G0 P c`. -/
theorem amplitude_of_orbital (hz : (z • (1 : Matrix n n ℂ) - H0).det ≠ 0) {ψ : n → ℂ}
    (hψ : pencil H0 P D q z *ᵥ ψ = 0) :
    (1 - coupling D q z * projectedGreen H0 P z) *ᵥ ((coupling D q z * Pᴴ) *ᵥ ψ) = 0 ∧
      (freeResolvent H0 z * P) *ᵥ ((coupling D q z * Pᴴ) *ᵥ ψ) = ψ := by
  have hGK : freeResolvent H0 z * (z • (1 : Matrix n n ℂ) - H0) = 1 :=
    Matrix.nonsing_inv_mul _ (isUnit_iff_ne_zero.mpr hz)
  have h : freeResolvent H0 z * pencil H0 P D q z =
      1 - (freeResolvent H0 z * P) * (coupling D q z * Pᴴ) := by
    rw [pencil_eq, Matrix.mul_sub, hGK]
    simp only [Matrix.mul_assoc]
  have h0 : (freeResolvent H0 z * pencil H0 P D q z) *ᵥ ψ = 0 := by
    rw [← Matrix.mulVec_mulVec, hψ, Matrix.mulVec_zero]
  rw [h, Matrix.sub_mulVec, Matrix.one_mulVec, sub_eq_zero] at h0
  have hback : (freeResolvent H0 z * P) *ᵥ ((coupling D q z * Pᴴ) *ᵥ ψ) = ψ :=
    (Matrix.mulVec_mulVec _ _ _).trans h0.symm
  have hWg : coupling D q z * projectedGreen H0 P z =
      (coupling D q z * Pᴴ) * (freeResolvent H0 z * P) := by
    simp only [projectedGreen, Matrix.mul_assoc]
  refine ⟨?_, hback⟩
  rw [Matrix.sub_mulVec, Matrix.one_mulVec, hWg, sub_eq_zero]
  exact ((Matrix.mulVec_mulVec _ _ _).symm.trans
    (congrArg (fun v => (coupling D q z * Pᴴ) *ᵥ v) hback)).symm
```

Conversely, let (1 − Wg)c = 0 and ψ = G0 P c. Then

(zS − H)ψ = P(1 − Wg)c = 0,  W Pᴴψ = Wgc = c.

```lean
/-- Outside the spectrum of `H0`, channel amplitudes with `(1 - W g) c = 0` give a solution `ψ = G0
P c` of `(z S - H) ψ = 0`, whose amplitudes `W Pᴴ ψ` are again `c`. -/
theorem orbital_of_amplitude (hz : (z • (1 : Matrix n n ℂ) - H0).det ≠ 0) {c : m → ℂ}
    (hc : (1 - coupling D q z * projectedGreen H0 P z) *ᵥ c = 0) :
    pencil H0 P D q z *ᵥ ((freeResolvent H0 z * P) *ᵥ c) = 0 ∧
      (coupling D q z * Pᴴ) *ᵥ ((freeResolvent H0 z * P) *ᵥ c) = c := by
  have hWg : (coupling D q z * Pᴴ) * (freeResolvent H0 z * P) =
      coupling D q z * projectedGreen H0 P z := by
    simp only [projectedGreen, Matrix.mul_assoc]
  constructor
  · rw [Matrix.mulVec_mulVec, pencil_mul_resolvent_projector hz, ← Matrix.mulVec_mulVec, hc,
      Matrix.mulVec_zero]
  · rw [Matrix.sub_mulVec, Matrix.one_mulVec, sub_eq_zero] at hc
    rw [Matrix.mulVec_mulVec, hWg]
    exact hc.symm
```

The two maps are linear and mutually inverse, so the solution spaces have equal dimension. Lean packages them as a linear equivalence. The dimension counts independent eigenvectors. For Hermitian H and positive definite S it equals the order of the zero of the determinant; for general matrices it can be smaller.

```lean
/-- Outside the spectrum of `H0`, the solution spaces of `(z S - H) ψ = 0` and of
`(1 - W g) c = 0` have the same dimension. -/
theorem degeneracy_eq (hz : (z • (1 : Matrix n n ℂ) - H0).det ≠ 0) :
    Module.finrank ℂ (LinearMap.ker (pencil H0 P D q z).mulVecLin) =
      Module.finrank ℂ
        (LinearMap.ker (1 - coupling D q z * projectedGreen H0 P z).mulVecLin) :=
  LinearEquiv.finrank_eq
    { (coupling D q z * Pᴴ).mulVecLin.restrict
        (fun _ hψ => (amplitude_of_orbital hz hψ).1) with
      invFun := fun c => ⟨(freeResolvent H0 z * P) *ᵥ c.1, (orbital_of_amplitude hz c.2).1⟩
      left_inv := fun ψ => Subtype.ext (amplitude_of_orbital hz ψ.2).2
      right_inv := fun c => Subtype.ext (orbital_of_amplitude hz c.2).2 }
```

Q: Give me a case I can plot.

A: Take one projector with components p_i, strength d and charge s, and a diagonal H0 with levels ε_i. For z different from every ε_i, G0 is diagonal with entries 1/(z − ε_i), so

g = Σ_i |p_i|²/(z − ε_i),

and 1 − Wg = 0 becomes

(d − zs) Σ_i |p_i|²/(z − ε_i) = 1.

The proof computes G0 (`hG`) and the sum (`hg`), then reads off the 1×1 determinant.

```lean
/-- For one projector `p` with strength `d` and augmentation charge `s`, and a diagonal `H0`
with levels `ε i`, a number `z` away from these levels solves `H ψ = z S ψ` with `ψ ≠ 0`
exactly when `(d - z s) ∑ i, |p i|² / (z - ε i) = 1`. -/
theorem single_projector_secular (ε p : n → ℂ) (d s z : ℂ) (hz : ∀ i, z ≠ ε i) :
    (∃ ψ : n → ℂ, ψ ≠ 0 ∧
      hamiltonian (diagonal ε) (Matrix.of fun i (_ : Fin 1) => p i)
        (Matrix.of fun _ _ => d) *ᵥ ψ =
      z • (overlap (Matrix.of fun i (_ : Fin 1) => p i) (Matrix.of fun _ _ => s) *ᵥ ψ)) ↔
      (d - z * s) * ∑ i, (Complex.normSq (p i) : ℂ) / (z - ε i) = 1 := by
  have hK : z • (1 : Matrix n n ℂ) - diagonal ε = diagonal (fun i => z - ε i) := by
    ext i j
    by_cases h : i = j
    · subst h
      simp
    · simp [h]
  have hdet : (z • (1 : Matrix n n ℂ) - diagonal ε).det ≠ 0 := by
    rw [hK, Matrix.det_diagonal]
    exact Finset.prod_ne_zero_iff.mpr fun i _ => sub_ne_zero.mpr (hz i)
  have hG : freeResolvent (diagonal ε) z = diagonal (fun i => (z - ε i)⁻¹) := by
    rw [freeResolvent, hK]
    apply Matrix.inv_eq_right_inv
    rw [Matrix.diagonal_mul_diagonal, ← Matrix.diagonal_one]
    congr 1
    funext i
    exact mul_inv_cancel₀ (sub_ne_zero.mpr (hz i))
  -- the projected resolvent is a sum over levels
  have hg : projectedGreen (diagonal ε) (Matrix.of fun i (_ : Fin 1) => p i) z 0 0 =
      ∑ i, (Complex.normSq (p i) : ℂ) / (z - ε i) := by
    rw [projectedGreen, hG, Matrix.mul_apply]
    refine Finset.sum_congr rfl fun i _ => ?_
    simp only [Matrix.mul_diagonal, Matrix.conjTranspose_apply, Matrix.of_apply,
      Complex.normSq_eq_conj_mul_self, starRingEnd_apply]
    ring
  rw [secular_equation hdet, Matrix.det_fin_one, Matrix.sub_apply, Matrix.one_apply_eq,
    Matrix.mul_apply, Fin.sum_univ_one, hg, sub_eq_zero, eq_comm]
  simp only [coupling, Matrix.sub_apply, Matrix.smul_apply, Matrix.of_apply, smul_eq_mul]

end

end SeparableHamiltonian
```

```lean
#print axioms SeparableHamiltonian.inv_pencil
#print axioms SeparableHamiltonian.degeneracy_eq
#print axioms SeparableHamiltonian.single_projector_secular
```

```
'SeparableHamiltonian.inv_pencil' depends on axioms: [propext, Classical.choice, Quot.sound]
'SeparableHamiltonian.degeneracy_eq' depends on axioms: [propext, Classical.choice, Quot.sound]
'SeparableHamiltonian.single_projector_secular' depends on axioms: [propext, Classical.choice, Quot.sound]
```

Q: So a root search on that condition finds the whole spectrum?

A: Not necessarily. If H0ψ = εψ and Pᴴψ = 0, then Hψ = εSψ as well, but z = ε is excluded by `hz`. The levels of H0 therefore need a separate check, made on zS − H itself. Self-consistency is also left out: H0 and D are held fixed, whereas in a self-consistent PAW calculation both change with the density.
